# Modulation-doping energy balance: one sheet density for each spacer thickness d, with d n(d) → D/c as d → ∞

Q: Before I believe anything about a heterojunction, tell me what the letters mean and which conventions you fix.

A: Electrons leave donors in a barrier, cross an undoped spacer of thickness d ≥ 0, and collect at the interface with sheet density n. The balance is

D = a n^(2/3) + b n + c d n + e n².

Here a n^(2/3) is the confinement energy of the lowest subband in a triangular well whose field is proportional to n. The term b n is the Fermi energy of one parabolic two-dimensional subband at zero temperature. The term c d n is the electrostatic drop across the spacer, and e n² is the drop across the depleted part of the barrier, which is taken to be uniformly doped. D is the available energy, for example the conduction-band offset less the donor binding energy. The letter e is a coefficient; I write q for the elementary charge.

```lean
import Mathlib

open Filter Topology Set

namespace ModulationDoping
```

Q: And the code knows all that?

A: It knows five positive real numbers. A `Heterojunction` bundles them with proofs of their positivity, and units are left to the reader. The constants depend on neither d nor n.

```lean
/-- The positive constants of a modulation-doped heterojunction: coefficients of the confinement
energy (`a`), Fermi energy (`b`), spacer drop (`c`) and depletion drop (`e`), and the available
energy `D`. -/
structure Heterojunction where
  a : ℝ
  b : ℝ
  c : ℝ
  e : ℝ
  D : ℝ
  a_pos : 0 < a
  b_pos : 0 < b
  c_pos : 0 < c
  e_pos : 0 < e
  D_pos : 0 < D
```

Q: Where does the balance itself enter?

A: Its right-hand side is `J.energy d n`, which I write E(d, n). The exponent 2/3 is a real power, as the annotation `(2 / 3 : ℝ)` says.

```lean
/-- The energy taken up by a sheet density `n` behind a spacer of thickness `d`:
confinement, Fermi energy, spacer drop and depletion drop. -/
noncomputable def Heterojunction.energy (J : Heterojunction) (d n : ℝ) : ℝ :=
  J.a * n ^ (2 / 3 : ℝ) + J.b * n + J.c * d * n + J.e * n ^ 2
```

An equilibrium density is then a positive n with E(d, n) = D. Positivity is part of the definition, so a root of the formula at negative n does not count.

```lean
/-- `n` is an equilibrium sheet density for spacer thickness `d`: it is positive and
balances the available energy. -/
def Heterojunction.IsDensity (J : Heterojunction) (d n : ℝ) : Prop :=
  0 < n ∧ J.energy d n = J.D
```

Q: An equation that mixes the powers 2/3, 1 and 2 of n could have several roots. Why is there only one?

A: Because no term decreases. Take 0 ≤ m < n and d ≥ 0. Then

a m^(2/3) < a n^(2/3), b m < b n, c d m ≤ c d n, e m² ≤ e n².

Adding these gives E(d, m) < E(d, n). The spacer inequality is not strict because d may be zero. In the proof `h1` to `h4` are these four inequalities, and `linarith` adds them.

```lean
variable {J : Heterojunction}

/-- At fixed spacer thickness `d ≥ 0`, the energy strictly increases with the
nonnegative sheet density. -/
theorem energy_lt_energy {d m n : ℝ} (hd : 0 ≤ d) (hm : 0 ≤ m) (h : m < n) :
    J.energy d m < J.energy d n := by
  have h1 := mul_lt_mul_of_pos_left
    (Real.rpow_lt_rpow hm h (by norm_num : (0 : ℝ) < 2 / 3)) J.a_pos
  have h2 := mul_lt_mul_of_pos_left h J.b_pos
  have h3 : J.c * d * m ≤ J.c * d * n :=
    mul_le_mul_of_nonneg_left h.le (mul_nonneg J.c_pos.le hd)
  have h4 : J.e * m ^ 2 ≤ J.e * n ^ 2 :=
    mul_le_mul_of_nonneg_left (by nlinarith) J.e_pos.le
  unfold Heterojunction.energy
  linarith
```

Q: That gives at most one root. Why is there any?

A: Look at the two ends of the interval from 0 to D/b. At the lower end E(d, 0) = 0 < D. At the upper end the Fermi term alone equals D, so

E(d, D/b) = D + a (D/b)^(2/3) + c d D/b + e (D/b)² ≥ D.

E is continuous in n, so the intermediate value theorem gives a root in the interval. It is not n = 0, where the energy is zero and not D. A second root would lie above or below the first, and strict monotonicity would give it a different energy. The code follows the same order: `hzero`, `htop`, `hcont`, the intermediate value theorem, then a three-way comparison of two roots.

```lean
/-- For every spacer thickness `d ≥ 0` there is exactly one equilibrium sheet density. -/
theorem existsUnique_density (J : Heterojunction) {d : ℝ} (hd : 0 ≤ d) :
    ∃! n, J.IsDensity d n := by
  have ha := J.a_pos
  have hb := J.b_pos
  have hc := J.c_pos
  have he := J.e_pos
  have hD := J.D_pos
  have hzero : J.energy d 0 = 0 := by
    unfold Heterojunction.energy
    rw [Real.zero_rpow (by norm_num)]
    ring
  -- the Fermi energy alone exhausts the available energy at `n = D / b`
  have htop : J.D ≤ J.energy d (J.D / J.b) := by
    have h1 : J.b * (J.D / J.b) = J.D := by field_simp
    have h2 : 0 ≤ J.a * (J.D / J.b) ^ (2 / 3 : ℝ) := by positivity
    have h3 : 0 ≤ J.c * d * (J.D / J.b) := by positivity
    have h4 : 0 ≤ J.e * (J.D / J.b) ^ 2 := by positivity
    unfold Heterojunction.energy
    linarith
  have hcont : Continuous (J.energy d) := by
    have hp : Continuous (fun x : ℝ => x ^ (2 / 3 : ℝ)) :=
      continuous_id.rpow_const (fun _ => Or.inr (by norm_num))
    unfold Heterojunction.energy
    exact (((continuous_const.mul hp).add (continuous_const.mul continuous_id)).add
      (continuous_const.mul continuous_id)).add (continuous_const.mul (continuous_id.pow 2))
  obtain ⟨n, hn, hnD⟩ := intermediate_value_Icc (div_pos hD hb).le hcont.continuousOn
    (show J.D ∈ Icc (J.energy d 0) (J.energy d (J.D / J.b)) from ⟨by linarith, htop⟩)
  have hpos : 0 < n := by
    rcases hn.1.eq_or_lt with h | h
    · rw [← h, hzero] at hnD
      linarith
    · exact h
  refine ⟨n, ⟨hpos, hnD⟩, ?_⟩
  -- two different roots would contradict monotonicity
  rintro m ⟨hm, hmD⟩
  rcases lt_trichotomy m n with h | h | h
  · have := energy_lt_energy (J := J) hd hm.le h
    linarith
  · exact h
  · have := energy_lt_energy (J := J) hd hpos.le h
    linarith
```

Q: A thicker spacer should mean fewer electrons. Is that derived or built in?

A: Derived. Let d₁ < d₂ have densities n₁ and n₂, and suppose n₁ ≤ n₂. Then

D = E(d₁, n₁) ≤ E(d₁, n₂) = E(d₂, n₂) − c (d₂ − d₁) n₂ < D,

which is impossible, so n₂ < n₁. In the proof, `hle` is the first inequality and `hgap` says that the subtracted term is positive.

```lean
/-- A thicker spacer gives a strictly smaller equilibrium sheet density. -/
theorem density_lt {d₁ d₂ n₁ n₂ : ℝ} (hd : 0 ≤ d₁) (h : d₁ < d₂)
    (h₁ : J.IsDensity d₁ n₁) (h₂ : J.IsDensity d₂ n₂) : n₂ < n₁ := by
  by_contra hlt
  have hle : J.energy d₁ n₁ ≤ J.energy d₁ n₂ := by
    rcases (not_lt.mp hlt).eq_or_lt with heq | hlt'
    · rw [heq]
    · exact (energy_lt_energy hd h₁.1.le hlt').le
  have hgap : 0 < J.c * (d₂ - d₁) * n₂ :=
    mul_pos (mul_pos J.c_pos (sub_pos.mpr h)) h₂.1
  have e₁ := h₁.2
  have e₂ := h₂.2
  unfold Heterojunction.energy at *
  linarith
```

Q: Then the drop c d n has one factor rising and one falling. Which wins?

A: The thickness. Move the spacer term to the other side:

c d n = D − E(0, n), with E(0, n) = a n^(2/3) + b n + e n².

The density falls from n₁ to n₂, so E(0, n) falls too, and the spacer drop rises. The code applies the monotonicity theorem at zero thickness to get `hrest`, then uses the two balances.

```lean
/-- A thicker spacer carries a strictly larger electrostatic energy drop, although the
equilibrium sheet density is smaller. -/
theorem spacer_drop_lt {d₁ d₂ n₁ n₂ : ℝ} (hd : 0 ≤ d₁) (h : d₁ < d₂)
    (h₁ : J.IsDensity d₁ n₁) (h₂ : J.IsDensity d₂ n₂) :
    J.c * d₁ * n₁ < J.c * d₂ * n₂ := by
  -- the three remaining terms are the energy without a spacer
  have hrest := energy_lt_energy (J := J) le_rfl h₂.1.le (density_lt hd h h₁ h₂)
  have e₁ := h₁.2
  have e₂ := h₂.2
  unfold Heterojunction.energy at *
  linarith
```

Q: Can the spacer drop reach D?

A: Not at a finite thickness. For a positive density,

D − c d n = a n^(2/3) + b n + e n² > 0.

The proof shows that the three terms on the right are positive and substitutes them into the balance.

```lean
/-- The electrostatic drop across the spacer stays below the available energy. -/
theorem spacer_drop_lt_available {d n : ℝ} (h : J.IsDensity d n) : J.c * d * n < J.D := by
  obtain ⟨hn, hE⟩ := h
  have h1 := mul_pos J.a_pos (Real.rpow_pos_of_pos hn (2 / 3 : ℝ))
  have h2 := mul_pos J.b_pos hn
  have h3 := mul_pos J.e_pos (pow_pos hn 2)
  unfold Heterojunction.energy at hE
  linarith
```

Q: What happens to the density itself when the spacer is very thick?

A: For d > 0 the last bound gives

0 < n(d) < D/(c d),

and the right-hand side tends to zero, so n(d) → 0. In Lean this is a squeeze between the constant 0 and `J.D / J.c / d`. The hypothesis `hn` says that the function n gives an equilibrium density at every d ≥ 0.

```lean
/-- The equilibrium sheet density vanishes in the limit of a thick spacer. -/
theorem tendsto_density {n : ℝ → ℝ} (hn : ∀ d, 0 ≤ d → J.IsDensity d (n d)) :
    Tendsto n atTop (𝓝 0) := by
  have hup : Tendsto (fun d : ℝ => J.D / J.c / d) atTop (𝓝 0) :=
    tendsto_const_nhds.div_atTop tendsto_id
  refine tendsto_of_tendsto_of_tendsto_of_le_of_le' tendsto_const_nhds hup ?_ ?_
  · filter_upwards [eventually_ge_atTop (0 : ℝ)] with d hd
    exact (hn d hd).1.le
  · filter_upwards [eventually_gt_atTop (0 : ℝ)] with d hd
    have h := spacer_drop_lt_available (hn d hd.le)
    rw [le_div_iff₀ hd, le_div_iff₀ J.c_pos]
    linarith
```

Q: So d n(d) is infinity times zero. How do you get a definite value?

A: By solving the balance for it:

d n(d) = (D − a n(d)^(2/3) − b n(d) − e n(d)²)/c.

All three subtracted terms vanish with n(d), leaving D/c. The code first takes the limit of the right-hand side, then uses `congr'` to replace it by d n(d) for d ≥ 0.

With c = q²/ε, where ε is the permittivity, the limit reads q n ≈ ε (D/q)/d. This is the charge per area of a parallel-plate capacitor at voltage D/q.

```lean
/-- For a thick spacer the product of thickness and equilibrium sheet density tends
to `D / c`. -/
theorem tendsto_mul_density {n : ℝ → ℝ} (hn : ∀ d, 0 ≤ d → J.IsDensity d (n d)) :
    Tendsto (fun d => d * n d) atTop (𝓝 (J.D / J.c)) := by
  have h0 := tendsto_density hn
  have h := ((((h0.rpow_const (Or.inr (by norm_num : (0 : ℝ) ≤ 2 / 3))).const_mul J.a).add
    (h0.const_mul J.b)).add ((h0.pow 2).const_mul J.e)).const_sub J.D |>.div_const J.c
  have hlim : (J.D - (J.a * (0 : ℝ) ^ (2 / 3 : ℝ) + J.b * 0 + J.e * 0 ^ 2)) / J.c
      = J.D / J.c := by
    rw [Real.zero_rpow (by norm_num)]
    ring
  rw [hlim] at h
  -- solve the energy balance for `d * n d`
  refine h.congr' ?_
  filter_upwards [eventually_ge_atTop (0 : ℝ)] with d hd
  have hE := (hn d hd).2
  unfold Heterojunction.energy at hE
  rw [div_eq_iff J.c_pos.ne']
  linarith
```

Q: The capacitor picture forgets the quantum well. Does any trace of it survive?

A: Yes, in the energy that is not dropped across the spacer. Multiply it by d^(2/3) and factor out n^(2/3):

d^(2/3) (D − c d n) = (d n)^(2/3) (a + b n^(1/3) + e n^(4/3)).

As d → ∞, d n → D/c and n → 0, so the right-hand side tends to a (D/c)^(2/3). The remaining energy therefore decays as d^(−2/3), with the coefficient a (D/c)^(2/3), which comes from the confinement term; the Fermi and depletion terms drop out at this order. In the proof, `h1` and `h2` are the power rules n^(2/3) n^(1/3) = n and n^(2/3) n^(4/3) = n², and `linear_combination` assembles the identity.

```lean
/-- The energy not dropped across a thick spacer, multiplied by `d ^ (2/3)`, tends to
`a (D / c) ^ (2/3)`. -/
theorem tendsto_remaining_energy {n : ℝ → ℝ} (hn : ∀ d, 0 ≤ d → J.IsDensity d (n d)) :
    Tendsto (fun d => d ^ (2 / 3 : ℝ) * (J.D - J.c * d * n d)) atTop
      (𝓝 (J.a * (J.D / J.c) ^ (2 / 3 : ℝ))) := by
  have h0 := tendsto_density hn
  have h := ((tendsto_mul_density hn).rpow_const
    (Or.inr (by norm_num : (0 : ℝ) ≤ 2 / 3))).mul
    ((((h0.rpow_const (Or.inr (by norm_num : (0 : ℝ) ≤ 1 / 3))).const_mul J.b).add
      ((h0.rpow_const (Or.inr (by norm_num : (0 : ℝ) ≤ 4 / 3))).const_mul J.e)).const_add J.a)
  have hlim : (J.D / J.c) ^ (2 / 3 : ℝ) *
      (J.a + (J.b * (0 : ℝ) ^ (1 / 3 : ℝ) + J.e * (0 : ℝ) ^ (4 / 3 : ℝ)))
      = J.a * (J.D / J.c) ^ (2 / 3 : ℝ) := by
    rw [Real.zero_rpow (by norm_num), Real.zero_rpow (by norm_num)]
    ring
  rw [hlim] at h
  refine h.congr' ?_
  filter_upwards [eventually_ge_atTop (0 : ℝ)] with d hd
  obtain ⟨hpos, hE⟩ := hn d hd
  unfold Heterojunction.energy at hE
  -- factor `n ^ (2/3)` out of the Fermi and depletion terms
  have h1 : n d ^ (2 / 3 : ℝ) * n d ^ (1 / 3 : ℝ) = n d := by
    rw [← Real.rpow_add hpos]
    norm_num
  have h2 : n d ^ (2 / 3 : ℝ) * n d ^ (4 / 3 : ℝ) = n d ^ 2 := by
    rw [← Real.rpow_add hpos, ← Real.rpow_natCast]
    norm_num
  rw [Real.mul_rpow hd hpos.le]
  linear_combination d ^ (2 / 3 : ℝ) * J.b * h1 + d ^ (2 / 3 : ℝ) * J.e * h2
    + d ^ (2 / 3 : ℝ) * hE
```

Q: You keep writing n(d). Do all these properties belong to the same function?

A: The final theorem says so. For every `J` there is a function n from reals to reals with four properties:

- For d ≥ 0, a number x is an equilibrium density exactly when x = n(d). This contains existence, uniqueness and n(d) > 0.
- n is strictly decreasing on d ≥ 0, written `StrictAntiOn n (Ici 0)`.
- c d n(d) < D for every d ≥ 0.
- d n(d) → D/c as d → ∞.

The proof uses `choose!` to pick the root at each thickness and then hands each property to the theorem already established. Values at negative d are unconstrained and have no physical meaning. The rising spacer drop and the d^(−2/3) law remain separate theorems.

```lean
/-- The energy balance determines the sheet density as a function `n` of the spacer thickness
`d ≥ 0`. It is strictly decreasing, obeys `c d n(d) < D`, and `d n(d)` tends to `D / c` for a
thick spacer. -/
theorem modulation_doping_balance (J : Heterojunction) :
    ∃ n : ℝ → ℝ, (∀ d, 0 ≤ d → ∀ x, J.IsDensity d x ↔ x = n d) ∧
      StrictAntiOn n (Ici 0) ∧
      (∀ d, 0 ≤ d → J.c * d * n d < J.D) ∧
      Tendsto (fun d => d * n d) atTop (𝓝 (J.D / J.c)) := by
  have hex : ∀ d : ℝ, 0 ≤ d → ∃ n, J.IsDensity d n :=
    fun d hd => (existsUnique_density J hd).exists
  choose! n hn using hex
  refine ⟨n, fun d hd x => ⟨fun hx => ?_, fun hx => ?_⟩, ?_, ?_, tendsto_mul_density hn⟩
  · exact (existsUnique_density J hd).unique hx (hn d hd)
  · rw [hx]
    exact hn d hd
  · intro d₁ h₁ d₂ h₂ h
    exact density_lt h₁ h (hn d₁ h₁) (hn d₂ h₂)
  · exact fun d hd => spacer_drop_lt_available (hn d hd)

end ModulationDoping
```

```lean
#print axioms ModulationDoping.spacer_drop_lt
-- 'ModulationDoping.spacer_drop_lt' depends on axioms: [propext, Classical.choice, Quot.sound]
#print axioms ModulationDoping.tendsto_remaining_energy
-- 'ModulationDoping.tendsto_remaining_energy' depends on axioms: [propext, Classical.choice, Quot.sound]
#print axioms ModulationDoping.modulation_doping_balance
-- 'ModulationDoping.modulation_doping_balance' depends on axioms: [propext, Classical.choice, Quot.sound]
```

Q: My remaining doubt is the balance itself. Have you derived it from Schrödinger and Poisson?

A: No, it is assumed. The n^(2/3) law stands in for the self-consistent well, and the model has a single occupied subband, zero temperature and a doped layer thick enough to supply the charge. It also ignores fixed charge on the channel side. Such charge would keep a field in the well even as n → 0, so the confinement energy would not vanish and the thick-spacer limit would need a new balance.

Q: Then what can I use it for?

A: For comparison with a Schrödinger–Poisson calculation of density against spacer thickness, in the regime where this one-subband, zero-temperature balance with constant coefficients applies. There the computed density should fall as the spacer grows, and d n should rise towards D/c, with a shortfall that decays only as d^(−2/3). At a fixed positive temperature this regime ends for very thick spacers, because the Fermi term b n is valid only while it is large compared with the thermal energy.
